# Splitting the Energy of a Lattice Electric Field into Transverse and Coulomb Parts

Write a lattice electric field as $E=E_T+E_C$, where $E_C$ carries the charge and $E_T$ is divergence-free. For an arbitrary choice of $E_C$, the squared norm contains the cross term $2\langle E_T,E_C\rangle$. Unless this term happens to vanish, the energy is not the sum of the energies of the two parts. The cross term vanishes when $E_C$ is the field $D^*\varphi$ of a potential $\varphi$, with $D^*$ the adjoint of the lattice divergence. The adjoint carries the boundary condition: on the open chain below, it treats the potential beyond the ends as zero.

## The claim and its derivation

Let $V$ be the space of fields on the links and $W$ the space of functions on the sites, both finite-dimensional real inner-product spaces. The divergence is a linear map $D:V\to W$, with adjoint $D^*$ defined by $\langle Dv,w\rangle=\langle v,D^*w\rangle$. Assume that $DD^*$ is invertible. For a field with $DE=\rho$, put

$$\varphi=(DD^*)^{-1}\rho,\qquad E_C=D^*\varphi,\qquad E_T=E-E_C.$$

Then $DE_T=0$ and $\|E\|^2=\|E_T\|^2+\langle\rho,(DD^*)^{-1}\rho\rangle$.

The first statement is Gauss's law for both fields: $DE_T=DE-DD^*\varphi=\rho-\rho=0$. It makes the two parts orthogonal,

$$\langle E_T,D^*\varphi\rangle=\langle DE_T,\varphi\rangle=0,$$

and the Coulomb part has squared norm

$$\|D^*\varphi\|^2=\langle DD^*\varphi,\varphi\rangle=\langle\rho,\varphi\rangle.$$

Expanding $\|E_T+D^*\varphi\|^2$ gives the claim. In units where the electric energy is $\tfrac12\|E\|^2$, the Coulomb energy is $\tfrac12\langle\rho,(DD^*)^{-1}\rho\rangle$.

Since $\|E_T\|^2\ge0$, the Coulomb field has the least energy among all fields with charge $\rho$, and equality forces $E_T=0$. The splitting is also unique: if $E=T+D^*\chi$ with $DT=0$, then $DE=DD^*\chi$, so $\chi=(DD^*)^{-1}DE$, and $T$ follows by subtraction.

In Coulomb-gauge quantum electrodynamics the transverse part is the one quantised as photons; the identity here concerns classical fields on a finite lattice, without field operators or commutators. A divergence-free field need not be radiation: on the ring and the chain below, the divergence-free fields are exactly the uniform ones, which are not photon modes.

## A ring where invertibility fails

Take two sites joined by two links into a ring, with $DE=(E_1-E_2,\,E_2-E_1)$. The total charge is always zero, so no field has charge $(1,0)$. Here $DD^*\varphi=2(\varphi_1-\varphi_2)(1,-1)$, which vanishes on constant potentials, and $(DD^*)^{-1}$ does not exist.

The field $E=(1,0)$ still splits. Its charge is $(1,-1)$, and $\varphi=(\tfrac12+c,\,c)$ is a potential for every $c$. The transverse part is $(\tfrac12,\tfrac12)$, and the energy identity reads $1=\tfrac12+\tfrac12$. What is lost is the uniqueness of the potential and the solvability for every charge.

## Fields, charges and the Green operator in Lean

The spaces `V` and `W` are arbitrary, so the geometry of the lattice enters only through `D` and the inner products. "Transverse" means $DE_T=0$; no curl is defined.

```lean
import Mathlib

open scoped InnerProductSpace

namespace LatticeCoulombSplitting

noncomputable section

variable {V W : Type*}
  [NormedAddCommGroup V] [InnerProductSpace ℝ V] [FiniteDimensional ℝ V]
  [NormedAddCommGroup W] [InnerProductSpace ℝ W] [FiniteDimensional ℝ W]
```

The Poisson operator is $DD^*$. With $D$ a divergence, $D^*$ is minus the gradient, so `poisson` is minus the Laplacian.

```lean
/-- The lattice Poisson operator `D D*`, which sends a potential on the sites to its charge. -/
def poisson (D : V →ₗ[ℝ] W) : W →ₗ[ℝ] W := D ∘ₗ LinearMap.adjoint D
```

The hypothesis `h` says that this operator is bijective. The Green operator is built from `h` as a linear equivalence, hence a true two-sided inverse.

```lean
/-- The Coulomb Green operator `(D D*)⁻¹`, which sends a charge to its potential. -/
def green (D : V →ₗ[ℝ] W) (h : Function.Bijective (poisson D)) : W ≃ₗ[ℝ] W :=
  (LinearEquiv.ofBijective (poisson D) h).symm
```

The Coulomb field is $D^*$ applied to the potential of $\rho$.

```lean
/-- The Coulomb field `D* (D D*)⁻¹ ρ` of a charge distribution `ρ`. -/
def coulombField (D : V →ₗ[ℝ] W) (h : Function.Bijective (poisson D)) (ρ : W) : V :=
  LinearMap.adjoint D (green D h ρ)
```

## When every charge has a field

Invertibility of $DD^*$ is equivalent to surjectivity of $D$. If $DD^*$ is bijective, each $w$ equals $D(D^*\varphi)$ for some $\varphi$. Conversely, let $D$ be surjective and $DD^*\varphi=0$. Then $\|D^*\varphi\|^2=\langle DD^*\varphi,\varphi\rangle=0$. Choosing $E$ with $DE=\varphi$ gives $\|\varphi\|^2=\langle E,D^*\varphi\rangle=0$. So $DD^*$ is injective, and in finite dimension also surjective. The steps `h1` and `h2` are these two computations.

```lean
/-- The Poisson operator is invertible exactly when every charge distribution is the
divergence of some electric field. -/
theorem poisson_bijective_iff (D : V →ₗ[ℝ] W) :
    Function.Bijective (poisson D) ↔ Function.Surjective D := by
  constructor
  · intro h w
    obtain ⟨φ, hφ⟩ := h.2 w
    exact ⟨LinearMap.adjoint D φ, hφ⟩
  · intro hs
    have inj : Function.Injective (poisson D) := by
      rw [injective_iff_map_eq_zero]
      intro φ hφ
      have h0 : D (LinearMap.adjoint D φ) = 0 := hφ
      -- a potential without charge has no field
      have h1 : LinearMap.adjoint D φ = 0 := by
        rw [← inner_self_eq_zero (𝕜 := ℝ), LinearMap.adjoint_inner_right, h0,
          inner_zero_left]
      -- a potential without field is orthogonal to every divergence, hence to itself
      obtain ⟨E, hE⟩ := hs φ
      have h2 : ⟪D E, φ⟫_ℝ = 0 := by
        rw [← LinearMap.adjoint_inner_right, h1, inner_zero_right]
      rw [hE] at h2
      exact inner_self_eq_zero.mp h2
    exact ⟨inj, LinearMap.injective_iff_surjective.mp inj⟩
```

## The energy identity

The next theorem assumes only that some potential solves $DD^*\varphi=DE$, so it covers the ring above. In the proof, `orth` is the vanishing cross term and `self` is the squared norm of the gradient part. Both move $D^*$ across the inner product with `LinearMap.adjoint_inner_right`. The expansion of the square is `norm_add_sq_real`.

```lean
/-- If a potential `φ` solves the Poisson equation for the charge of `E`, the squared norm of
`E` is that of `E - D* φ` plus the pairing of charge and potential. No invertibility of
`D D*` is assumed. -/
theorem energy_split_of_potential (D : V →ₗ[ℝ] W) (E : V) (φ : W)
    (hφ : D (LinearMap.adjoint D φ) = D E) :
    ‖E‖ ^ 2 = ‖E - LinearMap.adjoint D φ‖ ^ 2 + ⟪D E, φ⟫_ℝ := by
  -- the two parts of the field are orthogonal
  have orth : ⟪E - LinearMap.adjoint D φ, LinearMap.adjoint D φ⟫_ℝ = 0 := by
    rw [LinearMap.adjoint_inner_right, map_sub, hφ, sub_self, inner_zero_left]
  -- the squared norm of the gradient part is the pairing of charge and potential
  have self : ⟪LinearMap.adjoint D φ, LinearMap.adjoint D φ⟫_ℝ = ⟪D E, φ⟫_ℝ := by
    rw [LinearMap.adjoint_inner_right, hφ]
  have hsum := norm_add_sq_real (E - LinearMap.adjoint D φ) (LinearMap.adjoint D φ)
  rw [sub_add_cancel, orth, ← real_inner_self_eq_norm_sq (LinearMap.adjoint D φ),
    self] at hsum
  linarith
```

Gauss's law for the Coulomb field is the statement that the Green operator inverts the Poisson operator.

```lean
/-- The Coulomb field of `ρ` obeys Gauss's law with charge `ρ`. -/
theorem gauss_coulombField (D : V →ₗ[ℝ] W) (h : Function.Bijective (poisson D)) (ρ : W) :
    D (coulombField D h ρ) = ρ :=
  LinearEquiv.apply_symm_apply (LinearEquiv.ofBijective (poisson D) h) ρ
```

The main theorem takes a field `E` with `D E = ρ` and returns both conclusions. The first is linearity together with Gauss's law; the second applies the preceding identity to the potential `green D h ρ`.

```lean
/-- For a field `E` with charge `ρ`, subtracting the Coulomb field leaves a divergence-free field,
and the squared norm of `E` is that of this difference plus `⟨ρ, (D D*)⁻¹ ρ⟩`. -/
theorem transverse_coulomb_splitting (D : V →ₗ[ℝ] W)
    (h : Function.Bijective (poisson D)) (E : V) (ρ : W) (hρ : D E = ρ) :
    D (E - coulombField D h ρ) = 0 ∧
      ‖E‖ ^ 2 = ‖E - coulombField D h ρ‖ ^ 2 + ⟪ρ, green D h ρ⟫_ℝ := by
  constructor
  · rw [map_sub, gauss_coulombField, hρ, sub_self]
  · have hφ : D (LinearMap.adjoint D (green D h ρ)) = D E :=
      (gauss_coulombField D h ρ).trans hρ.symm
    have key := energy_split_of_potential D E (green D h ρ) hφ
    rw [hρ] at key
    exact key
```

## Uniqueness and least energy

The uniqueness theorem starts from any decomposition into a divergence-free `T` and a field $D^*\varphi$. Taking the divergence removes `T`, and applying the Green operator recovers $\varphi$.

```lean
/-- If `E` is a divergence-free field `T` plus the field `D* φ` of a potential, then `φ` is the
Coulomb potential of the charge of `E`, and `T` is `E` minus its Coulomb field. -/
theorem splitting_unique (D : V →ₗ[ℝ] W) (h : Function.Bijective (poisson D))
    (E T : V) (φ : W) (hE : E = T + LinearMap.adjoint D φ) (hT : D T = 0) :
    φ = green D h (D E) ∧ T = E - coulombField D h (D E) := by
  have hD : D E = poisson D φ := by
    rw [hE, map_add, hT, zero_add]
    rfl
  have hg : green D h (D E) = φ := by
    rw [hD]
    exact LinearEquiv.symm_apply_apply (LinearEquiv.ofBijective (poisson D) h) φ
  refine ⟨hg.symm, ?_⟩
  unfold coulombField
  rw [hg]
  exact eq_sub_of_add_eq hE.symm
```

The minimum principle reads the energy identity as an inequality. In the equality case the transverse norm is zero, so the field is the Coulomb field; the converse substitutes that zero back into the identity.

```lean
/-- Every field with charge `ρ` has squared norm at least `⟨ρ, (D D*)⁻¹ ρ⟩`, with equality
exactly for the Coulomb field. -/
theorem coulomb_minimises_energy (D : V →ₗ[ℝ] W) (h : Function.Bijective (poisson D))
    (E : V) (ρ : W) (hρ : D E = ρ) :
    ⟪ρ, green D h ρ⟫_ℝ ≤ ‖E‖ ^ 2 ∧
      (‖E‖ ^ 2 = ⟪ρ, green D h ρ⟫_ℝ ↔ E = coulombField D h ρ) := by
  have key := (transverse_coulomb_splitting D h E ρ hρ).2
  refine ⟨by linarith [sq_nonneg ‖E - coulombField D h ρ‖], ?_, ?_⟩
  · intro heq
    -- equality leaves no energy for the transverse part
    have h0 : ‖E - coulombField D h ρ‖ ^ 2 = 0 := by linarith
    exact sub_eq_zero.mp (norm_eq_zero.mp (pow_eq_zero_iff (two_ne_zero)|>.mp h0))
  · intro heq
    have h0 : ‖E - coulombField D h ρ‖ = 0 := norm_eq_zero.mpr (sub_eq_zero.mpr heq)
    rw [h0] at key
    linarith
```

## A chain with open ends

For a concrete lattice, number the sites $0,\dots,n-1$ and the links $0,\dots,n$, so that site $i$ lies between links $i$ and $i+1$. The divergence is $(DE)_i=E_{i+1}-E_i$, with unit lattice spacing. In Lean, `i.succ` is the right link and `i.castSucc` the left one. The end links make $D^*$ treat the potential beyond the chain as zero, so a nonzero constant potential has a nonzero field on the end links, whereas on the ring it has none.

```lean
/-- The divergence on a chain of `n` sites and `n + 1` links: at each site, the field on the
link to the right minus the field on the link to the left. -/
def chainDiv (n : ℕ) : EuclideanSpace ℝ (Fin (n + 1)) →ₗ[ℝ] EuclideanSpace ℝ (Fin n) where
  toFun E := WithLp.toLp 2 (fun i => E i.succ - E i.castSucc)
  map_add' x y := by
    ext i
    change (x i.succ + y i.succ) - (x i.castSucc + y i.castSucc)
      = (x i.succ - x i.castSucc) + (y i.succ - y i.castSucc)
    ring
  map_smul' c x := by
    ext i
    change c * x i.succ - c * x i.castSucc = c * (x i.succ - x i.castSucc)
    ring
```

Every charge has a field, namely $E_k=\sum_{j<k}\rho_j$, because $E_{i+1}-E_i=\rho_i$. By the surjectivity criterion, $DD^*$ is invertible. In Lean the difference of the two sums is combined into one sum, in which only the term $j=i$ survives. The uniform unit field has zero divergence, so the transverse part can be nonzero, even for $n=0$, where there is one link and no site.

```lean
/-- On the chain the Poisson operator is invertible, and the uniform unit field is
divergence-free. -/
theorem chainDiv_witness (n : ℕ) :
    Function.Bijective (poisson (chainDiv n)) ∧
      chainDiv n (WithLp.toLp 2 (fun _ => (1 : ℝ))) = 0 := by
  constructor
  · rw [poisson_bijective_iff]
    intro ρ
    -- the field on a link is the total charge to its left
    refine ⟨WithLp.toLp 2 (fun k => ∑ j : Fin n, if j.val < k.val then ρ j else 0), ?_⟩
    ext i
    change (∑ j : Fin n, if j.val < i.val + 1 then ρ j else 0)
      - (∑ j : Fin n, if j.val < i.val then ρ j else 0) = ρ i
    rw [← Finset.sum_sub_distrib, Finset.sum_eq_single i]
    · simp
    · intro j _ hj
      have hne : j.val ≠ i.val := fun e => hj (Fin.ext e)
      by_cases hlt : j.val < i.val
      · have hlt' : j.val < i.val + 1 := by omega
        rw [if_pos hlt', if_pos hlt, sub_self]
      · have hlt' : ¬ j.val < i.val + 1 := by omega
        rw [if_neg hlt', if_neg hlt, sub_self]
    · intro hi
      exact absurd (Finset.mem_univ i) hi
  · ext i
    change (1 : ℝ) - 1 = 0
    norm_num

end

end LatticeCoulombSplitting
```

```lean
#print axioms LatticeCoulombSplitting.transverse_coulomb_splitting
#print axioms LatticeCoulombSplitting.splitting_unique
#print axioms LatticeCoulombSplitting.coulomb_minimises_energy
```

```
'LatticeCoulombSplitting.transverse_coulomb_splitting' depends on axioms: [propext, Classical.choice, Quot.sound]
'LatticeCoulombSplitting.splitting_unique' depends on axioms: [propext, Classical.choice, Quot.sound]
'LatticeCoulombSplitting.coulomb_minimises_energy' depends on axioms: [propext, Classical.choice, Quot.sound]
```
